# A closed-form Hartree–Fock orbital for delta-function helium with Z > 1/2

In atomic units, and for every nuclear charge Z > 1/2, the function

φ(x) = k / sinh(k|x| + c), with k = Z − 1/2 and c = ½ log(4Z − 1),

is a normalised closed-shell Hartree–Fock orbital for two electrons on a line, attracted to a nucleus by −Zδ(x) and repelling each other by δ(x₁ − x₂). Its orbital energy is −k²/2, and its total Hartree–Fock energy is −Z² + Z/2 − 1/12. The shift c is the only real solution of k coth c = Z.

## Two electrons with contact forces

In atomic units the Hamiltonian is

H = −½ ∂₁² − ½ ∂₂² − Zδ(x₁) − Zδ(x₂) + δ(x₁ − x₂).

Put both electrons, with opposite spins, in one real normalised orbital φ. The energy is then

E[φ] = ∫ φ′² dx − 2Zφ(0)² + ∫ φ⁴ dx.

Making E stationary at fixed norm gives

−½φ″ − Zδ(x)φ + φ³ = εφ,

where ε is the orbital energy. Away from the nucleus the delta term is absent. Integrating across x = 0 turns it into a jump of the slope:

φ′(0⁺) − φ′(0⁻) = −2Zφ(0).

For an even orbital this says φ′(0⁺) = −Zφ(0), the one-dimensional form of the nuclear cusp condition.

Within this one-dimensional, single-orbital model, the closed form supplies exact reference values for testing a numerical Hartree–Fock solver.

## Matching at the nucleus

Written with exponentials, k cosh c = Z sinh c becomes

(Z − k)eᶜ = (Z + k)e⁻ᶜ.

Since Z − k = 1/2 and Z + k = 2Z − 1/2, this gives e²ᶜ = 4Z − 1. For Z > 1/2 the right side exceeds 1, so c exists, is unique and is positive.

## The orbital equation as a first-order system

For r ≥ 0 define

R(r) = k / sinh(kr + c), T(r) = k coth(kr + c).

Direct differentiation, together with cosh² − sinh² = 1, gives

R′ = −TR, T′ = −R², R² = T² − k².

Hence

R″ = −T′R − TR′ = R³ + T²R = 2R³ + k²R,

and therefore −½R″ + R³ = −(k²/2)R. Since φ(x) = R(|x|), the equation holds on both sides of the nucleus. The matching condition is T(0) = Z, so R′(0) = −ZR(0), and reflection gives the opposite slope on the left.

## Norm and energy from one substitution

As r runs from 0 to ∞, T falls from Z to k, and dT = −R² dr. If F′ = f and f ≥ 0 on [k, ∞), then

∫ f(T(|x|)) φ(x)² dx = 2(F(Z) − F(k)).

Three choices of f give everything needed:

- f = 1 gives the norm, 2(Z − k) = 1.
- f = t² gives the kinetic energy, because φ′² = T²φ² away from 0: ⅔(Z³ − k³) = Z² − Z/2 + 1/12.
- f = t² − k² gives the repulsion, because φ⁴ = (T² − k²)φ²: the kinetic value minus k², which is Z/2 − 1/6.

The attraction uses φ(0)² = Z² − k² = Z − 1/4 and equals −2Z² + Z/2. The three contributions add up to −Z² + Z/2 − 1/12.

## How the physics is encoded

The definitions `decay`, `shift`, `radial`, `logSlope` and `orbital` are k, c, R, T and φ. The structure `IsHartreeFockOrbital Z ε φ` says what it means to solve the model. The orbital must be continuous, have ∫φ² = 1, and be differentiable away from 0. At each x ≠ 0 the derivative must itself have a derivative `φ₂` satisfying the nonlinear equation. The field `cusp` requires one-sided slopes `r` and `l` at the nucleus with `r - l = -2 * Z * φ 0`; this is how the delta attraction enters.

Every theorem in the file assumes Z > 1/2, also where its docstring does not repeat this. The theorem `orbital_isHartreeFock` assumes nothing else. It states that `orbital Z` satisfies this structure with ε = −k²/2, and that its right derivative at 0 is −Zφ(0). The theorem `matching_iff` treats the condition on c in the division-free form k cosh c = Z sinh c, and `total_energy` evaluates the functional `energy`.

The Hartree–Fock equation and the energy functional are taken as definitions; their derivation from H is the argument given above. The theorems concern a solution of the equation. They do not say that it minimises the energy or is the only solution, and they give no energy for the correlated two-electron ground state.

A weak formulation would model the same physics differently. It would require, for every smooth test function η of compact support,

½∫φ′η′ dx − Zφ(0)η(0) + ∫φ³η dx = ε∫φη dx.

This puts the differential equation and the slope jump into one identity and stays close to the variational origin. The proof would then need an integration by parts on each half-line, and the cusp would be a consequence instead of a stated field.

## The complete Lean file

```lean
import Mathlib

open MeasureTheory Set Filter Topology

namespace DeltaHelium

noncomputable section

/-- The decay constant `k = Z - 1/2` of the orbital. -/
def decay (Z : ℝ) : ℝ := Z - 1 / 2

/-- The shift `c = log (4 Z - 1) / 2` in the argument of the hyperbolic sine. -/
def shift (Z : ℝ) : ℝ := Real.log (4 * Z - 1) / 2

/-- The orbital as a function of the distance `r` from the nucleus, `k / sinh (k r + c)`. -/
def radial (Z r : ℝ) : ℝ := decay Z / Real.sinh (decay Z * r + shift Z)

/-- The function `k coth (k r + c)` of the distance `r` from the nucleus. -/
def logSlope (Z r : ℝ) : ℝ :=
  decay Z * Real.cosh (decay Z * r + shift Z) / Real.sinh (decay Z * r + shift Z)

/-- The orbital `k / sinh (k |x| + c)` on the real line. -/
def orbital (Z x : ℝ) : ℝ := radial Z |x|

/-- A normalised closed-shell Hartree-Fock orbital `φ` with orbital energy `ε`, for two electrons
with nuclear attraction `-Z δ(x)` and mutual repulsion `δ(x₁ - x₂)`. The attraction appears as a
jump of the slope at the nucleus. -/
structure IsHartreeFockOrbital (Z ε : ℝ) (φ : ℝ → ℝ) : Prop where
  continuous : Continuous φ
  normalised : ∫ x, φ x ^ 2 = 1
  differentiable : ∀ x, x ≠ 0 → DifferentiableAt ℝ φ x
  equation : ∀ x, x ≠ 0 → ∃ φ₂, HasDerivAt (deriv φ) φ₂ x ∧
    -(1 / 2) * φ₂ + φ x ^ 3 = ε * φ x
  cusp : ∃ r l, HasDerivWithinAt φ r (Ici 0) 0 ∧ HasDerivWithinAt φ l (Iic 0) 0 ∧
    r - l = -2 * Z * φ 0

/-- The Hartree-Fock energy of two electrons in the same real orbital `φ`: kinetic energy,
attraction by the nucleus, and contact repulsion. -/
def energy (Z : ℝ) (φ : ℝ → ℝ) : ℝ :=
  (∫ x, deriv φ x ^ 2) - 2 * Z * φ 0 ^ 2 + ∫ x, φ x ^ 4

/-- The matching condition `k coth c = Z`, written without division, has exactly one solution,
`c = log (4 Z - 1) / 2`. -/
theorem matching_iff {Z : ℝ} (hZ : 1 / 2 < Z) (c : ℝ) :
    decay Z * Real.cosh c = Z * Real.sinh c ↔ c = shift Z := by
  have hab : Real.exp c * Real.exp (-c) = 1 := by
    rw [← Real.exp_add, add_neg_cancel, Real.exp_zero]
  rw [Real.cosh_eq, Real.sinh_eq, decay]
  constructor
  · intro h
    have h2 : Real.exp (2 * c) = 4 * Z - 1 := by
      rw [two_mul, Real.exp_add]
      linear_combination (-4 * Real.exp c) * h + (4 * Z - 1) * hab
    rw [shift, ← h2, Real.log_exp]
    ring
  · intro h
    have h2 : Real.exp c * Real.exp c = 4 * Z - 1 := by
      rw [← Real.exp_add, h, shift, add_halves, Real.exp_log (by linarith)]
    linear_combination (-Real.exp (-c) / 4) * h2 + (Real.exp c / 4) * hab

/-- The argument `k r + c` is positive at every distance `r ≥ 0` from the nucleus. -/
theorem argument_pos {Z r : ℝ} (hZ : 1 / 2 < Z) (hr : 0 ≤ r) :
    0 < decay Z * r + shift Z := by
  have hk : 0 < decay Z := by unfold decay; linarith
  have hs : 0 < shift Z := by
    have := Real.log_pos (show 1 < 4 * Z - 1 by linarith)
    unfold shift
    linarith
  have := mul_nonneg hk.le hr
  linarith

/-- At the nucleus `k coth (k r + c)` equals the nuclear charge. -/
theorem logSlope_zero {Z : ℝ} (hZ : 1 / 2 < Z) : logSlope Z 0 = Z := by
  have h := (matching_iff hZ (shift Z)).2 rfl
  have hs := Real.sinh_pos_iff.2 (argument_pos hZ le_rfl)
  simp only [mul_zero, zero_add] at hs
  simp only [logSlope, mul_zero, zero_add]
  rw [div_eq_iff hs.ne']
  exact h

/-- With `R = k / sinh (k r + c)` and `T = k coth (k r + c)` one has `R' = -T R`, `T' = -R²`
and `R² = T² - k²`. -/
theorem radial_system {Z r : ℝ} (hZ : 1 / 2 < Z) (hr : 0 ≤ r) :
    HasDerivAt (radial Z) (-(logSlope Z r * radial Z r)) r ∧
    HasDerivAt (logSlope Z) (-(radial Z r) ^ 2) r ∧
    radial Z r ^ 2 = logSlope Z r ^ 2 - decay Z ^ 2 := by
  have hs := (Real.sinh_pos_iff.2 (argument_pos hZ hr)).ne'
  have hc := Real.cosh_sq (decay Z * r + shift Z)
  have hu : HasDerivAt (fun y => decay Z * y + shift Z) (decay Z) r :=
    (((hasDerivAt_id r).const_mul (decay Z)).add_const (shift Z)).congr_deriv (mul_one _)
  refine ⟨?_, ?_, ?_⟩
  · refine ((hasDerivAt_const r (decay Z)).fun_div hu.sinh hs).congr_deriv ?_
    simp only [radial, logSlope]
    field_simp
    try ring
  · refine ((hu.cosh.const_mul (decay Z)).fun_div hu.sinh hs).congr_deriv ?_
    simp only [radial]
    rw [div_pow, ← neg_div]
    congr 1
    linear_combination (-decay Z ^ 2) * hc
  · simp only [radial, logSlope]
    rw [div_pow, div_pow, eq_sub_iff_add_eq, div_add' _ _ _ (pow_ne_zero 2 hs)]
    congr 1
    linear_combination (-decay Z ^ 2) * hc

/-- The slope of the orbital to the right and to the left of the nucleus. -/
theorem orbital_hasDerivAt {Z x : ℝ} (hZ : 1 / 2 < Z) :
    (0 < x → HasDerivAt (orbital Z) (-(logSlope Z x * radial Z x)) x) ∧
    (x < 0 → HasDerivAt (orbital Z) (logSlope Z (-x) * radial Z (-x)) x) := by
  constructor
  · intro hx
    refine (radial_system hZ hx.le).1.congr_of_eventuallyEq ?_
    filter_upwards [Ioi_mem_nhds hx] with y hy
    rw [orbital, abs_of_pos hy]
  · intro hx
    have h := (radial_system hZ (neg_pos.2 hx).le).1.comp x (hasDerivAt_neg x)
    refine (h.congr_deriv (by ring)).congr_of_eventuallyEq ?_
    filter_upwards [Iio_mem_nhds hx] with y hy
    rw [orbital, abs_of_neg hy, Function.comp_apply]

/-- Integrals over the density `φ²` with `T = k coth (k |x| + c)` as integration variable:
`∫ f(T) φ² dx = 2 (F(Z) - F(k))` when `F' = f` and `f` is nonnegative on `[k, ∞)`. -/
theorem integral_logSlope {Z : ℝ} (hZ : 1 / 2 < Z) {F f : ℝ → ℝ}
    (hF : ∀ t, HasDerivAt F (f t) t) (hf : ∀ t, decay Z ≤ t → 0 ≤ f t) :
    ∫ x, f (logSlope Z |x|) * orbital Z x ^ 2 = 2 * (F Z - F (decay Z)) := by
  have hk : 0 < decay Z := by unfold decay; linarith
  -- far from the nucleus `T` tends to `k`
  have hlin : Tendsto (fun r => decay Z * r + shift Z) atTop atTop :=
    tendsto_atTop_add_const_right _ _ (tendsto_id.const_mul_atTop hk)
  have hE : Tendsto (fun r => Real.exp (-(decay Z * r + shift Z))) atTop (𝓝 0) :=
    Real.tendsto_exp_neg_atTop_nhds_zero.comp hlin
  have hT : Tendsto (logSlope Z) atTop (𝓝 (decay Z)) := by
    have h := ((((hE.mul hE).const_add 1).const_mul (decay Z)).div
      ((hE.mul hE).const_sub 1) (by norm_num))
    have h' := h.congr' (f₂ := logSlope Z) (by
      filter_upwards [eventually_ge_atTop 0] with r hr
      have hu := argument_pos hZ hr
      have hs := Real.sinh_pos_iff.2 hu
      have hb := Real.exp_lt_one_iff.2 (neg_lt_zero.2 hu)
      have hb0 := Real.exp_pos (-(decay Z * r + shift Z))
      have hab : Real.exp (decay Z * r + shift Z) * Real.exp (-(decay Z * r + shift Z)) = 1 := by
        rw [← Real.exp_add, add_neg_cancel, Real.exp_zero]
      have hden : 0 < 1 - Real.exp (-(decay Z * r + shift Z)) *
          Real.exp (-(decay Z * r + shift Z)) := by nlinarith
      simp only [logSlope, Pi.div_apply]
      rw [div_eq_div_iff hden.ne' hs.ne', Real.cosh_eq, Real.sinh_eq]
      linear_combination (decay Z * Real.exp (-(decay Z * r + shift Z))) * hab)
    simpa using h'
  have hhalf : ∫ r in Ioi (0 : ℝ), f (logSlope Z r) * radial Z r ^ 2
      = -F (decay Z) - -F (logSlope Z 0) := by
    refine integral_Ioi_of_hasDerivAt_of_nonneg' (g := fun r => -F (logSlope Z r)) ?_ ?_ ?_
    · intro r hr
      exact (((hF _).comp r (radial_system hZ hr).2.1).neg).congr_deriv (by ring)
    · intro r hr
      refine mul_nonneg (hf _ ?_) (sq_nonneg _)
      rw [logSlope, le_div_iff₀ (Real.sinh_pos_iff.2 (argument_pos hZ (le_of_lt hr)))]
      exact mul_le_mul_of_nonneg_left (Real.sinh_lt_cosh _).le hk.le
    · exact ((hF _).continuousAt.tendsto.comp hT).neg
  have heven : ∫ x, f (logSlope Z |x|) * orbital Z x ^ 2
      = 2 * ∫ r in Ioi (0 : ℝ), f (logSlope Z r) * radial Z r ^ 2 :=
    integral_comp_abs (f := fun r => f (logSlope Z r) * radial Z r ^ 2)
  rw [heven, hhalf, logSlope_zero hZ]
  ring

/-- For `Z > 1/2` the function `k / sinh (k |x| + c)` is a Hartree-Fock orbital of delta-function
helium with orbital energy `-k²/2`, and its right derivative at the nucleus is `-Z φ(0)`. -/
theorem orbital_isHartreeFock {Z : ℝ} (hZ : 1 / 2 < Z) :
    IsHartreeFockOrbital Z (-(decay Z ^ 2 / 2)) (orbital Z) ∧
    HasDerivWithinAt (orbital Z) (-(Z * orbital Z 0)) (Ici 0) 0 := by
  have h0 : orbital Z 0 = radial Z 0 := by rw [orbital, abs_zero]
  have hd := (radial_system hZ (le_refl (0 : ℝ))).1
  rw [logSlope_zero hZ] at hd
  have hright : HasDerivWithinAt (orbital Z) (-(Z * orbital Z 0)) (Ici 0) 0 := by
    rw [h0]
    exact hd.hasDerivWithinAt.congr (fun x hx => by rw [orbital, abs_of_nonneg hx]) h0
  have hleft : HasDerivWithinAt (orbital Z) (Z * orbital Z 0) (Iic 0) 0 := by
    rw [h0]
    have hd' : HasDerivAt (radial Z) (-(Z * radial Z 0)) (-(0 : ℝ)) := by
      rw [neg_zero]; exact hd
    have h := (hd'.comp (0 : ℝ) (hasDerivAt_neg (0 : ℝ))).congr_deriv
      (show _ = Z * radial Z 0 by ring)
    exact h.hasDerivWithinAt.congr
      (fun x hx => by rw [orbital, abs_of_nonpos hx, Function.comp_apply])
      (by rw [h0, Function.comp_apply, neg_zero])
  -- the second derivative `2 R³ + k² R` follows from the first-order system
  have hsecond : ∀ r, 0 ≤ r → HasDerivAt (fun y => -(logSlope Z y * radial Z y))
      (2 * radial Z r ^ 3 + decay Z ^ 2 * radial Z r) r := by
    intro r hr
    obtain ⟨h1, h2, h3⟩ := radial_system hZ hr
    exact ((h2.fun_mul h1).fun_neg).congr_deriv (by linear_combination (-radial Z r) * h3)
  refine ⟨⟨?_, ?_, ?_, ?_, ?_⟩, hright⟩
  · refine continuous_iff_continuousAt.2 fun x => ?_
    exact ContinuousAt.comp (f := fun y : ℝ => |y|)
      (radial_system hZ (abs_nonneg x)).1.continuousAt continuous_abs.continuousAt
  · have h := integral_logSlope hZ (F := fun t => t) (f := fun _ => 1)
      (fun t => hasDerivAt_id' t) (fun _ _ => zero_le_one)
    simp only [one_mul] at h
    rw [h, decay]
    ring
  · intro x hx
    rcases lt_or_gt_of_ne hx with hx | hx
    · exact ((orbital_hasDerivAt hZ).2 hx).differentiableAt
    · exact ((orbital_hasDerivAt hZ).1 hx).differentiableAt
  · intro x hx
    refine ⟨2 * orbital Z x ^ 3 + decay Z ^ 2 * orbital Z x, ?_, by ring⟩
    rcases lt_or_gt_of_ne hx with hx | hx
    · have h := ((hsecond (-x) (neg_pos.2 hx).le).comp x (hasDerivAt_neg x)).fun_neg
      rw [orbital, abs_of_neg hx]
      refine (h.congr_deriv (by ring)).congr_of_eventuallyEq ?_
      filter_upwards [Iio_mem_nhds hx] with y hy
      rw [((orbital_hasDerivAt hZ).2 hy).deriv, Function.comp_apply, neg_neg]
    · rw [orbital, abs_of_pos hx]
      refine (hsecond x hx.le).congr_of_eventuallyEq ?_
      filter_upwards [Ioi_mem_nhds hx] with y hy
      exact ((orbital_hasDerivAt hZ).1 hy).deriv
  · exact ⟨_, _, hright, hleft, by ring⟩

/-- The kinetic energy of the two electrons is `Z² - Z/2 + 1/12`. -/
theorem kinetic_energy {Z : ℝ} (hZ : 1 / 2 < Z) :
    ∫ x, deriv (orbital Z) x ^ 2 = Z ^ 2 - Z / 2 + 1 / 12 := by
  have h := integral_logSlope hZ (F := fun t => t ^ 3 / 3) (f := fun t => t ^ 2)
    (fun t => ((hasDerivAt_pow 3 t).div_const 3).congr_deriv (by norm_num))
    (fun t _ => sq_nonneg t)
  have hne : ({0}ᶜ : Set ℝ) ∈ ae (volume : Measure ℝ) :=
    compl_mem_ae_iff.mpr (measure_singleton 0)
  have e : ∫ x, deriv (orbital Z) x ^ 2 = ∫ x, logSlope Z |x| ^ 2 * orbital Z x ^ 2 := by
    refine integral_congr_ae ?_
    filter_upwards [hne] with x hx
    rcases lt_or_gt_of_ne (show x ≠ 0 from hx) with hx | hx
    · rw [((orbital_hasDerivAt hZ).2 hx).deriv, orbital, abs_of_neg hx]
      ring
    · rw [((orbital_hasDerivAt hZ).1 hx).deriv, orbital, abs_of_pos hx]
      ring
  rw [e]
  exact h.trans (by simp only [decay]; ring)

/-- The contact repulsion energy of the two electrons is `Z/2 - 1/6`. -/
theorem repulsion_energy {Z : ℝ} (hZ : 1 / 2 < Z) :
    ∫ x, orbital Z x ^ 4 = Z / 2 - 1 / 6 := by
  have hk : 0 < decay Z := by unfold decay; linarith
  have h := integral_logSlope hZ (F := fun t => t ^ 3 / 3 - decay Z ^ 2 * t)
    (f := fun t => t ^ 2 - decay Z ^ 2)
    (fun t => (((hasDerivAt_pow 3 t).div_const 3).fun_sub
      ((hasDerivAt_id' t).const_mul (decay Z ^ 2))).congr_deriv (by norm_num))
    (fun t ht => by nlinarith)
  have e : ∀ x, orbital Z x ^ 4
      = (logSlope Z |x| ^ 2 - decay Z ^ 2) * orbital Z x ^ 2 := by
    intro x
    rw [← (radial_system hZ (abs_nonneg x)).2.2, orbital]
    ring
  simp only [e]
  exact h.trans (by simp only [decay]; ring)

/-- The total Hartree-Fock energy of the orbital is `-Z² + Z/2 - 1/12`. -/
theorem total_energy {Z : ℝ} (hZ : 1 / 2 < Z) :
    energy Z (orbital Z) = -Z ^ 2 + Z / 2 - 1 / 12 := by
  have h := (radial_system hZ (le_refl (0 : ℝ))).2.2
  rw [logSlope_zero hZ] at h
  rw [energy, kinetic_energy hZ, repulsion_energy hZ, orbital, abs_zero, h, decay]
  ring

end

end DeltaHelium
```

```lean
#print axioms DeltaHelium.orbital_isHartreeFock
-- 'DeltaHelium.orbital_isHartreeFock' depends on axioms: [propext, Classical.choice, Quot.sound]
#print axioms DeltaHelium.total_energy
-- 'DeltaHelium.total_energy' depends on axioms: [propext, Classical.choice, Quot.sound]
```

## How the proof follows the calculation

`matching_iff` multiplies the matching condition by eᶜ and uses eᶜe⁻ᶜ = 1 to reach e²ᶜ = 4Z − 1; the logarithm then gives c. The converse runs the same algebra backwards. `argument_pos` shows kr + c > 0 for r ≥ 0, which keeps the hyperbolic sine away from zero, and `logSlope_zero` records T(0) = Z.

`radial_system` proves the three relations between R and T by the quotient rule and the hyperbolic identity. `orbital_hasDerivAt` transfers the slope to the line: near a positive x the orbital coincides with R, and near a negative x with its reflection, where the chain rule supplies the sign.

`integral_logSlope` is the substitution. The limit T → k comes from writing

coth u = (1 + e⁻²ᵘ) / (1 − e⁻²ᵘ).

The fundamental theorem of calculus on the half-line is then applied to −F(T(r)). The hypothesis f ≥ 0 on [k, ∞) makes the integrand nonnegative, which together with the finite limit secures integrability. Evenness doubles the result.

In `orbital_isHartreeFock`, the local statement `hsecond` is R″ = 2R³ + k²R, obtained by differentiating −TR. The two signs of x are handled separately, and `hright` and `hleft` provide the slopes whose difference is the required jump. The norm is the substitution with f = 1.

`kinetic_energy` replaces φ′² by T²φ² everywhere except at the nucleus, a single point that does not affect the integral. `repulsion_energy` rewrites φ⁴ through R² = T² − k². Finally, `total_energy` inserts both values and φ(0)² = Z² − k² into the functional.
